# Particle number in a BCS state of finitely many mode pairs: mean $2\sum_k v_k^2$, variance $4\sum_k u_k^2v_k^2$

## One pair

Take two fermion modes $b,b'$ and a unit vector $\Omega$ with $b\Omega=b'\Omega=0$. For real $u,v$ with $u^2+v^2=1$, define

$$c=ub+vb'^\dagger,\qquad d=ub'-vb^\dagger,\qquad N=c^\dagger c+d^\dagger d.$$

This $\Omega$ is the BCS state $(u+vc^\dagger d^\dagger)|0\rangle$ of the pair, where $|0\rangle=u\Omega-vb^\dagger b'^\dagger\Omega$ is a unit vector annihilated by $c$ and $d$. The quasiparticle modes $b,b'$ annihilate $\Omega$, but the particle modes $c,d$ in general do not: $c\Omega=vb'^\dagger\Omega$ and $d\Omega=-vb^\dagger\Omega$. Applying $c^\dagger=ub^\dagger+vb'$ and $d^\dagger=ub'^\dagger-vb$ gives

$$c^\dagger c\,\Omega=v^2\Omega+uv\,b^\dagger b'^\dagger\Omega,\qquad
d^\dagger d\,\Omega=v^2\Omega-uv\,b'^\dagger b^\dagger\Omega .$$

Since $b'^\dagger b^\dagger=-b^\dagger b'^\dagger$, the pair terms add:

$$N\Omega=2v^2\,\Omega+2uv\,b^\dagger b'^\dagger\Omega .$$

The first coefficient is the mean. The second term is orthogonal to $\Omega$, and its squared length $4u^2v^2$ is the variance.

For $u=0.8$, $v=0.6$, the mean is $0.72$ and the variance is $0.96^2=0.9216$. As a check, $\Omega$ contains zero particles with probability $0.64$ and two with probability $0.36$, so $\langle N^2\rangle-\langle N\rangle^2=1.44-0.5184=0.9216$.

## Many pairs

Label the modes and amplitudes by $k$ in a finite set, let $N=\sum_k(c_k^\dagger c_k+d_k^\dagger d_k)$, and write $\Phi_k=b_k^\dagger b_k'^\dagger\Omega$. Summing the one-pair result,

$$N\Omega=2\sum_k v_k^2\,\Omega+\sum_k 2u_kv_k\,\Phi_k .$$

The pair states are orthogonal to the vacuum, because $\langle\Omega,\Phi_k\rangle=\langle b_k\Omega,b_k'^\dagger\Omega\rangle=0$. They are also orthonormal. From $b_kb_l'^\dagger\Omega=-b_l'^\dagger b_k\Omega=0$ we get

$$b_k\Phi_l=(\delta_{kl}-b_l^\dagger b_k)b_l'^\dagger\Omega=\delta_{kl}b_l'^\dagger\Omega,$$

hence $\langle\Phi_k,\Phi_l\rangle=\delta_{kl}\langle b_k'^\dagger\Omega,b_l'^\dagger\Omega\rangle=\delta_{kl}$, using $b_k'b_k'^\dagger\Omega=\Omega$.

Projection on $\Omega$ gives $\langle N\rangle=2\sum_kv_k^2$. Since $N=N^\dagger$,

$$\langle N^2\rangle=\langle N\Omega,N\Omega\rangle=\Big(2\sum_kv_k^2\Big)^2+4\sum_ku_k^2v_k^2,$$

and subtracting $\langle N\rangle^2$ leaves the variance.

The condition $u_k^2+v_k^2=1$ was not used in these moments. It makes $c_k,d_k$ fermion modes, so that $N$ is a particle number, for example through $\{c_k,c_k^\dagger\}=u_k^2+v_k^2=1$; this role is explained here by hand and is not a theorem of the development below.

In mean-field pairing calculations with finitely many pairs, the variance measures how far the state is from having a definite particle number.

## Modes, vacuum and particle number in Lean

```lean
import Mathlib

open Matrix

namespace BCSNumberFluctuation

noncomputable section
```

The anticommutation relations are stated in any ring with a star operation, so they apply to both matrices and operators.

```lean
/-- Canonical anticommutation relations for a family of modes `a p` with adjoints `star (a p)`. -/
structure IsCAR {m A : Type*} [Ring A] [StarRing A] (a : m → A) : Prop where
  anti : ∀ p q, a p * a q + a q * a p = 0
  cross : ∀ p q, p ≠ q → a p * star (a q) + star (a q) * a p = 0
  unit : ∀ p, a p * star (a p) + star (a p) * a p = 1
```

The physical setting is a complex Hilbert space `H` with bounded operators, on which `star` is the adjoint. The vacuum is assumed to exist.

```lean
variable {ι m H : Type*} [NormedAddCommGroup H] [InnerProductSpace ℂ H] [CompleteSpace H]

/-- A unit vector annihilated by every mode. -/
structure IsVacuum (a : m → H →L[ℂ] H) (Ω : H) : Prop where
  norm_one : ‖Ω‖ = 1
  kill : ∀ p, a p Ω = 0
```

The index type `ι ⊕ ι` holds both halves of each pair: `a (.inl k)` is $b_k$ and `a (.inr k)` is $b'_k$. The amplitudes are real, so the only relative phases covered are signs, and no Hamiltonian or gap equation determines them.

```lean
/-- The operators `c k = u b + v b'†` (left) and `d k = u b' - v b†` (right), written in the
quasiparticle modes `b` (left) and `b'` (right). -/
def particle (a : ι ⊕ ι → H →L[ℂ] H) (u v : ι → ℝ) : ι ⊕ ι → H →L[ℂ] H
  | .inl k => (u k : ℂ) • a (.inl k) + (v k : ℂ) • star (a (.inr k))
  | .inr k => (u k : ℂ) • a (.inr k) - (v k : ℂ) • star (a (.inl k))

/-- The sum of `a†a` over the family `a`; this is the number operator when the `a p` are fermion
modes. -/
def numberOp [Fintype m] (a : m → H →L[ℂ] H) : H →L[ℂ] H := ∑ p, star (a p) * a p
```

Expectation and variance are complex-valued by type; the theorem below equates them with real numbers regarded as complex.

```lean
/-- The expectation value of `T` in the state `Ω`. -/
def expect (Ω : H) (T : H →L[ℂ] H) : ℂ := inner ℂ Ω (T Ω)

/-- The variance `⟨T²⟩ - ⟨T⟩²` in the state `Ω`. -/
def variance (Ω : H) (T : H →L[ℂ] H) : ℂ := expect Ω (T * T) - expect Ω T ^ 2

/-- The state with one quasiparticle pair `k` created on `Ω`. -/
def pairState (a : ι ⊕ ι → H →L[ℂ] H) (Ω : H) (k : ι) : H :=
  star (a (.inl k)) (star (a (.inr k)) Ω)
```

## Orthonormal pair states

Taking the adjoint of $\{a_p,a_q\}=0$ gives the relation for creation operators. The next lemma applies $\{a_p,a_p^\dagger\}=1$ to the vacuum.

```lean
/-- Creation operators anticommute. -/
theorem IsCAR.star_anti {A : Type*} [Ring A] [StarRing A] {a : m → A} (h : IsCAR a) (p q : m) :
    star (a p) * star (a q) + star (a q) * star (a p) = 0 := by
  have e := congrArg star (h.anti q p)
  simpa only [star_add, star_mul, star_zero] using e

/-- Annihilating the quantum just created on the vacuum gives back the vacuum. -/
theorem annihilate_create {a : m → H →L[ℂ] H} {Ω : H} (h : IsCAR a) (hΩ : IsVacuum a Ω) (p : m) :
    a p (star (a p) Ω) = Ω := by
  have e : a p (star (a p) Ω) + star (a p) (a p Ω) = Ω := DFunLike.congr_fun (h.unit p) Ω
  rwa [hΩ.kill, map_zero, add_zero] at e
```

In the orthonormality proof, `z` is the vanishing of $a_pa_q^\dagger\Omega$ for $p\neq q$. The two bullets treat $k=l$ and $k\neq l$, moving creation operators across the inner product with `adj`.

```lean
/-- The one-pair states are orthonormal. -/
theorem pairState_orthonormal {a : ι ⊕ ι → H →L[ℂ] H} {Ω : H} (h : IsCAR a)
    (hΩ : IsVacuum a Ω) : Orthonormal ℂ (pairState a Ω) := by
  have adj : ∀ (T : H →L[ℂ] H) (x y : H), inner ℂ (star T x) y = inner ℂ x (T y) :=
    fun T x y => ContinuousLinearMap.adjoint_inner_left T y x
  have z : ∀ p q, p ≠ q → a p (star (a q) Ω) = 0 := by
    intro p q hpq
    have e : a p (star (a q) Ω) + star (a q) (a p Ω) = 0 := DFunLike.congr_fun (h.cross p q hpq) Ω
    rwa [hΩ.kill, map_zero, add_zero] at e
  constructor
  · intro k
    have e : a (.inl k) (pairState a Ω k) + star (a (.inl k)) (a (.inl k) (star (a (.inr k)) Ω))
        = star (a (.inr k)) Ω := DFunLike.congr_fun (h.unit (.inl k)) (star (a (.inr k)) Ω)
    rw [z _ _ (by simp), map_zero, add_zero] at e
    have i1 : inner ℂ (pairState a Ω k) (pairState a Ω k) = inner ℂ Ω Ω := by
      conv_lhs => enter [2]; unfold pairState
      rw [adj, adj]
      rw [e, annihilate_create h hΩ]
    have i2 : ‖pairState a Ω k‖ ^ 2 = 1 := by
      rw [← inner_self_eq_norm_sq (𝕜 := ℂ), i1, inner_self_eq_norm_sq, hΩ.norm_one, one_pow]
    exact (pow_eq_one_iff_of_nonneg (norm_nonneg _) two_ne_zero).mp i2
  · intro k l hkl
    have e : a (.inl k) (pairState a Ω l) + star (a (.inl l)) (a (.inl k) (star (a (.inr l)) Ω))
        = 0 := DFunLike.congr_fun (h.cross (.inl k) (.inl l) (by simpa using hkl))
          (star (a (.inr l)) Ω)
    rw [z _ _ (by simp), map_zero, add_zero] at e
    change inner ℂ (star (a (.inl k)) (star (a (.inr k)) Ω)) (pairState a Ω l) = 0
    rw [adj, e, inner_zero_right]
```

## From the action on the vacuum to the moments

The step `per` is the one-pair calculation, with `sw` supplying the sign exchange that makes the pair terms add. The final rewriting sums over $k$.

```lean
/-- The operator `∑ (c†c + d†d)` acting on the quasiparticle vacuum gives a multiple of the vacuum
plus one-pair states with amplitudes `2uv`. -/
theorem numberOp_vacuum [Fintype ι] {a : ι ⊕ ι → H →L[ℂ] H} {Ω : H} (h : IsCAR a)
    (hΩ : IsVacuum a Ω) (u v : ι → ℝ) :
    numberOp (particle a u v) Ω = ((2 * ∑ k, v k ^ 2 : ℝ) : ℂ) • Ω
      + ∑ k, ((2 * u k * v k : ℝ) : ℂ) • pairState a Ω k := by
  have per : ∀ k, (star (particle a u v (.inl k)) * particle a u v (.inl k)
      + star (particle a u v (.inr k)) * particle a u v (.inr k)) Ω
      = ((2 * v k ^ 2 : ℝ) : ℂ) • Ω + ((2 * u k * v k : ℝ) : ℂ) • pairState a Ω k := by
    intro k
    have sw : star (a (.inl k)) (star (a (.inr k)) Ω)
        + star (a (.inr k)) (star (a (.inl k)) Ω) = 0 :=
      DFunLike.congr_fun (h.star_anti (.inl k) (.inr k)) Ω
    change star (particle a u v (.inl k)) (particle a u v (.inl k) Ω)
      + star (particle a u v (.inr k)) (particle a u v (.inr k) Ω) = _
    simp only [particle, pairState, star_add, star_sub, star_smul, star_star, Complex.star_def,
      Complex.conj_ofReal, _root_.add_apply, _root_.sub_apply, _root_.smul_apply, hΩ.kill,
      smul_zero, zero_add, zero_sub, map_neg, map_smul, annihilate_create h hΩ,
      eq_neg_of_add_eq_zero_right sw]
    push_cast
    module
  rw [numberOp, Fintype.sum_sum_type, ← Finset.sum_add_distrib, _root_.sum_apply,
    Finset.sum_congr rfl (fun k _ => per k), Finset.sum_add_distrib, ← Finset.sum_smul,
    ← Complex.ofReal_sum, Finset.mul_sum]
```

The main theorem assumes the CAR and vacuum conditions for the quasiparticle modes, but no normalisation of `u` and `v`. Here `o1` and `o2` give orthogonality to the vacuum, `o3` the squared length of the pair part, and `sa` and `sq` turn $\langle N^2\rangle$ into $\langle N\Omega,N\Omega\rangle$.

```lean
/-- In the quasiparticle vacuum the operator `∑ (c†c + d†d)` has mean `2 ∑ v²` and variance `4 ∑
u²v²`, for any real amplitudes `u`, `v`. -/
theorem bcs_number_statistics [Fintype ι] {a : ι ⊕ ι → H →L[ℂ] H} {Ω : H} (h : IsCAR a)
    (hΩ : IsVacuum a Ω) (u v : ι → ℝ) :
    expect Ω (numberOp (particle a u v)) = ((2 * ∑ k, v k ^ 2 : ℝ) : ℂ) ∧
    variance Ω (numberOp (particle a u v)) = ((4 * ∑ k, u k ^ 2 * v k ^ 2 : ℝ) : ℂ) := by
  have hN := numberOp_vacuum h hΩ u v
  set N := numberOp (particle a u v) with hNdef
  set S := ∑ k, ((2 * u k * v k : ℝ) : ℂ) • pairState a Ω k with hS
  have one : inner ℂ Ω Ω = (1 : ℂ) := by
    rw [inner_self_eq_norm_sq_to_K, hΩ.norm_one]
    simp
  have adj : ∀ (T : H →L[ℂ] H) (x y : H), inner ℂ x (star T y) = inner ℂ (T x) y :=
    fun T x y => ContinuousLinearMap.adjoint_inner_right T x y
  -- pair states are orthogonal to the vacuum
  have o1 : inner ℂ Ω S = (0 : ℂ) := by
    rw [hS, inner_sum]
    refine Finset.sum_eq_zero fun k _ => ?_
    rw [inner_smul_right, pairState, adj, hΩ.kill, inner_zero_left, mul_zero]
  have o2 : inner ℂ S Ω = (0 : ℂ) := inner_eq_zero_symm.mp o1
  have o3 : inner ℂ S S = ((4 * ∑ k, u k ^ 2 * v k ^ 2 : ℝ) : ℂ) := by
    rw [hS, (pairState_orthonormal h hΩ).inner_sum, Finset.mul_sum, Complex.ofReal_sum]
    refine Finset.sum_congr rfl fun k _ => ?_
    rw [Complex.conj_ofReal]
    push_cast
    ring
  have mean : expect Ω N = ((2 * ∑ k, v k ^ 2 : ℝ) : ℂ) := by
    rw [expect, hN, inner_add_right, inner_smul_right, one, o1, mul_one, add_zero]
  refine ⟨mean, ?_⟩
  -- N is self-adjoint, so ⟨N²⟩ is the squared length of N Ω
  have sa : star N = N := by
    simp only [hNdef, numberOp, star_sum, star_mul, star_star]
  have sq : expect Ω (N * N) = inner ℂ (N Ω) (N Ω) := by
    have e := adj N Ω (N Ω)
    rw [sa] at e
    exact e
  rw [variance, mean, sq, hN, inner_add_left, inner_add_right, inner_add_right, inner_smul_left,
    inner_smul_left, inner_smul_right, inner_smul_right, one, o1, o2, o3, Complex.conj_ofReal]
  ring
```

With $u_k^2+v_k^2=1$, the variance vanishes exactly when each pair is certainly empty or certainly full. A sum of nonnegative terms is zero only if every $u_k^2v_k^2$ is zero, and normalisation turns $u_k^2=0$ into $v_k^2=1$.

```lean
/-- For normalised amplitudes the particle number is free of fluctuations exactly when every
`v²` is zero or one. -/
theorem variance_eq_zero_iff [Fintype ι] {a : ι ⊕ ι → H →L[ℂ] H} {Ω : H} (h : IsCAR a)
    (hΩ : IsVacuum a Ω) {u v : ι → ℝ} (huv : ∀ k, u k ^ 2 + v k ^ 2 = 1) :
    variance Ω (numberOp (particle a u v)) = 0 ↔ ∀ k, v k ^ 2 = 0 ∨ v k ^ 2 = 1 := by
  rw [(bcs_number_statistics h hΩ u v).2, Complex.ofReal_eq_zero, mul_eq_zero,
    or_iff_right (by norm_num : (4 : ℝ) ≠ 0),
    Finset.sum_eq_zero_iff_of_nonneg (fun k _ => by positivity)]
  refine ⟨fun H k => ?_, fun H k _ => ?_⟩
  · rcases mul_eq_zero.mp (H k (Finset.mem_univ k)) with h0 | h0
    · right
      linarith [huv k]
    · exact Or.inl h0
  · rcases H k with h0 | h0
    · rw [h0, mul_zero]
    · rw [show u k ^ 2 = 0 by linarith [huv k], zero_mul]
```

## Two modes on a four-dimensional space

Explicit matrices show that the CAR and vacuum assumptions can be met for one pair. The minus sign in the second matrix makes the two modes anticommute.

```lean
/-- Two fermion modes as matrices in the occupation basis `00, 10, 01, 11`. -/
def modeMatrix : Unit ⊕ Unit → Matrix (Fin 4) (Fin 4) ℂ
  | .inl _ => !![0, 1, 0, 0; 0, 0, 0, 0; 0, 0, 0, 1; 0, 0, 0, 0]
  | .inr _ => !![0, 0, 1, 0; 0, 0, 0, -1; 0, 0, 0, 0; 0, 0, 0, 0]

/-- The same two modes as operators on the four-dimensional Hilbert space. -/
def modeOp (p : Unit ⊕ Unit) : EuclideanSpace ℂ (Fin 4) →L[ℂ] EuclideanSpace ℂ (Fin 4) :=
  Matrix.toEuclideanCLM (n := Fin 4) (𝕜 := ℂ) (modeMatrix p)
```

The proof checks the relations entry by entry, then transfers them to operators through a map that preserves sums, products and adjoints.

```lean
/-- The two explicit modes obey the anticommutation relations, and the first basis vector is
their vacuum. -/
theorem modeOp_witness : IsCAR modeOp ∧ IsVacuum modeOp (WithLp.toLp 2 ![1, 0, 0, 0]) := by
  have hM : IsCAR modeMatrix := by
    refine ⟨?_, ?_, ?_⟩
    · rintro (_ | _) (_ | _) <;> ext i j <;> fin_cases i <;> fin_cases j <;>
        simp [modeMatrix]
    · rintro (_ | _) (_ | _) hpq <;> first
        | exact absurd rfl hpq
        | exact absurd (congrArg _ (Subsingleton.elim _ _)) hpq
        | (ext i j
           simp only [Matrix.add_apply, Matrix.mul_apply, Fin.sum_univ_four,
             Matrix.star_eq_conjTranspose, Matrix.conjTranspose_apply]
           fin_cases i <;> fin_cases j <;> simp [modeMatrix])
    · rintro (_ | _) <;> ext i j <;>
        simp only [Matrix.add_apply, Matrix.mul_apply, Fin.sum_univ_four,
          Matrix.star_eq_conjTranspose, Matrix.conjTranspose_apply] <;>
        fin_cases i <;> fin_cases j <;> simp [modeMatrix]
  -- the relations carry over from matrices to operators
  refine ⟨⟨fun p q => ?_, fun p q hpq => ?_, fun p => ?_⟩, ?_, fun p => ?_⟩
  · simp only [modeOp]
    rw [← map_mul, ← map_mul, ← map_add, hM.anti, map_zero]
  · simp only [modeOp]
    rw [← map_star, ← map_mul, ← map_mul, ← map_add, hM.cross p q hpq, map_zero]
  · simp only [modeOp]
    rw [← map_star, ← map_mul, ← map_mul, ← map_add, hM.unit, map_one]
  · simp [EuclideanSpace.norm_eq, Fin.sum_univ_four]
  · ext i
    change (modeMatrix p *ᵥ ![1, 0, 0, 0]) i = 0
    rcases p with _ | _ <;> fin_cases i <;>
      simp [modeMatrix, Matrix.mulVec, dotProduct, Fin.sum_univ_four]

end

end BCSNumberFluctuation
```

```lean
#print axioms BCSNumberFluctuation.bcs_number_statistics
#print axioms BCSNumberFluctuation.variance_eq_zero_iff
```

```
'BCSNumberFluctuation.bcs_number_statistics' depends on axioms: [propext, Classical.choice, Quot.sound]
'BCSNumberFluctuation.variance_eq_zero_iff' depends on axioms: [propext, Classical.choice, Quot.sound]
```
